# For given l, a nonzero power-series partial wave fixes the nuclear charge and the regular potential up to the energy

In a central potential -Z/r + V(r), a one-electron partial wave of angular momentum l and energy e can be written as r^l w(r), where w obeys r w'' + 2(l+1) w' = 2(-Z + r V - e r) w in atomic units. Here V and w are formal power series in r with real coefficients, with no convergence or normalisation required. The theorem `potential_unique` says that if one nonzero w solves this equation for the same l with both (Z, e, V) and (Z', e', V'), then Z = Z' and V - e = V' - e'. The attempt equates the two right-hand sides and cancels w and the factor 2, then reads off Z from the constant coefficient and cancels one power of r from what remains. To cancel the 2 it must first show that 2 is not zero as a power series, and it tries to do so by taking constant coefficients.

The first attempt, which Lean rejects:

```lean
import Mathlib

open PowerSeries

namespace PAWPartialWaveSeries

noncomputable section

/-- The series `-Z + r V - e r`: the radius times the difference between the potential `-Z/r + V`
and the energy `e`. -/
def scaledPotential (Z e : ℝ) (V : ℝ⟦X⟧) : ℝ⟦X⟧ := -C Z + X * V - C e * X

/-- The reduced radial equation `r w'' + 2(l+1) w' = 2(-Z + r V - e r) w`. -/
def IsPartialWave (l : ℕ) (Z e : ℝ) (V w : ℝ⟦X⟧) : Prop :=
  X * d⁄dX ℝ (d⁄dX ℝ w) + 2 * ((l : ℝ⟦X⟧) + 1) * d⁄dX ℝ w = 2 * scaledPotential Z e V * w

/-- For given `l`, a nonzero partial wave determines the nuclear charge and the regular potential
minus the energy. -/
theorem potential_unique {l : ℕ} {Z Z' e e' : ℝ} {V V' w : ℝ⟦X⟧} (hw : w ≠ 0)
    (h : IsPartialWave l Z e V w) (h' : IsPartialWave l Z' e' V' w) :
    Z = Z' ∧ V - C e = V' - C e' := by
  have h2 : (2 : ℝ⟦X⟧) ≠ 0 := by
    intro h0
    have h1 := congrArg (fun f : ℝ⟦X⟧ => constantCoeff f) h0
    simp at h1
  -- cancel the wave: formal power series have no zero divisors
  have hS : scaledPotential Z e V = scaledPotential Z' e' V' :=
    mul_left_cancel₀ h2 (mul_right_cancel₀ hw (h.symm.trans h'))
  have hZ : Z = Z' := by
    have h1 := congrArg (fun f : ℝ⟦X⟧ => constantCoeff f) hS
    simpa [scaledPotential] using h1
  refine ⟨hZ, ?_⟩
  subst hZ
  unfold scaledPotential at hS
  apply mul_left_cancel₀ (X_ne_zero (R := ℝ))
  linear_combination hS

end

end PAWPartialWaveSeries
```

The compiler's answer:

```
Main.lean:22:30: error: unsolved goals
l : ℕ
Z Z' e e' : ℝ
V V' w : ℝ⟦X⟧
hw : w ≠ 0
h : IsPartialWave l Z e V w
h' : IsPartialWave l Z' e' V' w
h0 : 2 = 0
h1 : constantCoeff 2 = 0
⊢ False
```

What went wrong. The error lies in the proof of `h2`, that the power series 2 is nonzero. Assuming `h0 : 2 = 0`, the attempt takes constant coefficients and expects `simp at h1` to reach the false equation 2 = 0 in the reals, which would close the goal. But `simp` stops at `constantCoeff 2 = 0`: it does not evaluate the constant coefficient of the numeral 2, so it finds no contradiction and `False` is left to prove. The messages do not show why no simp lemma applied to that term.

The repair first writes the series 2 as the constant series `C (2 : ℝ)`. To prove `h3`, that this series is zero, `map_ofNat` turns `C 2` into the numeral 2, and `h0` finishes. Taking constant coefficients of `h3` now gives a term that `constantCoeff_C` evaluates to the real number 2, while `map_zero` reduces the other side to 0. So `h1` becomes 2 = 0 in the reals, which `two_ne_zero` refutes.

The repair, with which the file compiles:

```diff
@@ -22,6 +22,10 @@
   have h2 : (2 : ℝ⟦X⟧) ≠ 0 := by
     intro h0
-    have h1 := congrArg (fun f : ℝ⟦X⟧ => constantCoeff f) h0
-    simp at h1
+    have h3 : (C (2 : ℝ) : ℝ⟦X⟧) = 0 := by
+      simp only [map_ofNat]
+      exact h0
+    have h1 := congrArg (fun f : ℝ⟦X⟧ => constantCoeff f) h3
+    simp only [constantCoeff_C, map_zero] at h1
+    exact two_ne_zero h1
   -- cancel the wave: formal power series have no zero divisors
   have hS : scaledPotential Z e V = scaledPotential Z' e' V' :=
```
